# E1–E2 natural circular dichroism averages to zero over all directions and vanishes under inversion or tetrahedral symmetry

A powder that shows no natural circular dichroism in E1–E2 (electric dipole–electric quadrupole) absorption can be misread as a material whose E1–E2 tensor is zero. For a tensor symmetric in its two quadrupole indices, the dichroism averages to zero over all directions whatever the tensor's values, and it vanishes in each single direction if the tensor is also invariant under the tetrahedral rotations, or under inversion.

In Lean 4 with Mathlib:

```lean
import Mathlib

open Real

namespace NaturalCircularDichroism

noncomputable section

/-- The Levi-Civita symbol on the three Cartesian axes, numbered cyclically. -/
def leviCivita (i j k : Fin 3) : ℤ :=
  if j = i + 1 ∧ k = i + 2 then 1 else if j = i + 2 ∧ k = i + 1 then -1 else 0

/-- A real Cartesian tensor of rank three. -/
abbrev Tensor3 := Fin 3 → Fin 3 → Fin 3 → ℝ

/-- The matrix `M_lb = ∑ ε_ial T_iab` obtained by contracting the tensor with the
Levi-Civita symbol. -/
def dichroismMatrix (T : Tensor3) : Matrix (Fin 3) (Fin 3) ℝ :=
  Matrix.of fun l b => ∑ i, ∑ a, (leviCivita i a l : ℝ) * T i a b

/-- The quadratic form `∑ M_lb k_l k_b` of a matrix. -/
def quadForm (M : Matrix (Fin 3) (Fin 3) ℝ) (k : Fin 3 → ℝ) : ℝ :=
  ∑ l, ∑ b, M l b * k l * k b

/-- The E1–E2 natural circular dichroism for wave vector `k`, without its prefactor:
`s(k) = ∑ ε_ial T_iab k_l k_b`. -/
def dichroism (T : Tensor3) : (Fin 3 → ℝ) → ℝ := quadForm (dichroismMatrix T)

/-- The unit vector with polar angle `θ` and azimuth `φ`. -/
def direction (θ φ : ℝ) : Fin 3 → ℝ :=
  ![Real.sin θ * Real.cos φ, Real.sin θ * Real.sin φ, Real.cos θ]

/-- The average of a function over all directions, with solid angle `sin θ dθ dφ`. -/
def sphereAverage (f : (Fin 3 → ℝ) → ℝ) : ℝ :=
  (∫ θ in (0 : ℝ)..π, (∫ φ in (0 : ℝ)..(2 * π), f (direction θ φ)) * Real.sin θ) / (4 * π)

/-- The action of a spatial operation with integer matrix `R` on a polar tensor. -/
def transform (R : Matrix (Fin 3) (Fin 3) ℤ) (T : Tensor3) : Tensor3 := fun i a b =>
  ∑ j, (R i j : ℝ) * ∑ c, (R a c : ℝ) * ∑ d, (R b d : ℝ) * T j c d

/-- The cyclic permutation of the axes by `n` steps, combined with factors `e` on the axes. -/
def signedShift (n : Fin 3) (e : Fin 3 → ℤ) : Matrix (Fin 3) (Fin 3) ℤ :=
  Matrix.of fun i j => if j = i + n then e i else 0

/-- Three signs whose product is one. -/
def signs (p q : ℤˣ) : Fin 3 → ℤ := ![(p : ℤ), (q : ℤ), (p : ℤ) * (q : ℤ)]

/-- The tetrahedral rotations: cyclic permutations of the axes with signs of product one. -/
def tetrahedralGroup : Finset (Matrix (Fin 3) (Fin 3) ℤ) :=
  (Finset.univ : Finset (Fin 3 × ℤˣ × ℤˣ)).image fun g => signedShift g.1 (signs g.2.1 g.2.2)

/-- The tetrahedral rotations are twelve orthogonal matrices of determinant one, contain the
identity and are closed under multiplication. -/
theorem tetrahedralGroup_spec :
    tetrahedralGroup.card = 12 ∧ 1 ∈ tetrahedralGroup ∧
    (∀ R ∈ tetrahedralGroup, R * R.transpose = 1) ∧
    (∀ R ∈ tetrahedralGroup, R.det = 1) ∧
    (∀ R ∈ tetrahedralGroup, ∀ S ∈ tetrahedralGroup, R * S ∈ tetrahedralGroup) := by
  simp only [Matrix.det_fin_three]
  decide +kernel

/-- A signed cyclic permutation of the axes permutes the tensor components and multiplies
each by the three factors of its indices. -/
theorem transform_signedShift (n : Fin 3) (e : Fin 3 → ℤ) (T : Tensor3) (i a b : Fin 3) :
    transform (signedShift n e) T i a b
      = ((e i * e a * e b : ℤ) : ℝ) * T (i + n) (a + n) (b + n) := by
  simp [transform, signedShift, mul_assoc]

/-- For a tensor symmetric in its last two indices the dichroism matrix is traceless. -/
theorem trace_dichroismMatrix (T : Tensor3) (hs : ∀ i a b, T i a b = T i b a) :
    (dichroismMatrix T).trace = 0 := by
  simp [Matrix.trace_fin_three, dichroismMatrix, leviCivita, Fin.sum_univ_three]
  linarith [hs 0 1 2, hs 1 2 0, hs 2 0 1]

private lemma azimuthal (A B C D E G : ℝ) :
    ∫ x in (0 : ℝ)..(2 * π), (A * Real.cos x ^ 2 + B * Real.sin x ^ 2
      + C * (Real.sin x * Real.cos x) + D * Real.cos x + E * Real.sin x + G)
      = π * (A + B + 2 * G) := by
  have hF : ∀ x : ℝ, HasDerivAt (fun x : ℝ => A / 2 * (x + Real.sin x * Real.cos x)
      + B / 2 * (x - Real.sin x * Real.cos x) + C / 2 * (Real.sin x * Real.sin x)
      + D * Real.sin x - E * Real.cos x + G * x)
      (A * Real.cos x ^ 2 + B * Real.sin x ^ 2
      + C * (Real.sin x * Real.cos x) + D * Real.cos x + E * Real.sin x + G) x := by
    intro x
    have hi := hasDerivAt_id' x
    have hs := Real.hasDerivAt_sin x
    have hc := Real.hasDerivAt_cos x
    have hsc := hs.fun_mul hc
    refine (((((((hi.fun_add hsc).const_mul (A / 2)).fun_add
      ((hi.fun_sub hsc).const_mul (B / 2))).fun_add
      ((hs.fun_mul hs).const_mul (C / 2))).fun_add (hs.const_mul D)).fun_sub
      (hc.const_mul E)).fun_add (hi.const_mul G)).congr_deriv ?_
    linear_combination (-(A + B) / 2) * Real.sin_sq_add_cos_sq x
  rw [intervalIntegral.integral_eq_sub_of_hasDerivAt (fun x _ => hF x)
    (Continuous.intervalIntegrable (by fun_prop) _ _)]
  simp only [Real.sin_two_pi, Real.cos_two_pi, Real.sin_zero, Real.cos_zero]
  ring

private lemma polar (P G : ℝ) :
    ∫ x in (0 : ℝ)..π, (P * Real.sin x ^ 2 + G * Real.cos x ^ 2) * Real.sin x
      = (4 * P + 2 * G) / 3 := by
  have hF : ∀ x : ℝ, HasDerivAt (fun x : ℝ =>
      (P - G) / 3 * (Real.cos x * Real.cos x * Real.cos x) - P * Real.cos x)
      ((P * Real.sin x ^ 2 + G * Real.cos x ^ 2) * Real.sin x) x := by
    intro x
    have hc := Real.hasDerivAt_cos x
    refine ((((hc.fun_mul hc).fun_mul hc).const_mul ((P - G) / 3)).fun_sub
      (hc.const_mul P)).congr_deriv ?_
    linear_combination (-P * Real.sin x) * Real.sin_sq_add_cos_sq x
  rw [intervalIntegral.integral_eq_sub_of_hasDerivAt (fun x _ => hF x)
    (Continuous.intervalIntegrable (by fun_prop) _ _)]
  simp only [Real.cos_pi, Real.cos_zero]
  ring

/-- The average of a quadratic form over all directions is one third of its trace. -/
theorem sphereAverage_quadForm (M : Matrix (Fin 3) (Fin 3) ℝ) :
    sphereAverage (quadForm M) = M.trace / 3 := by
  -- the azimuthal integral removes the off-diagonal elements
  have inner_int : ∀ θ : ℝ, ∫ φ in (0 : ℝ)..(2 * π), quadForm M (direction θ φ)
      = π * (M 0 0 * Real.sin θ ^ 2 + M 1 1 * Real.sin θ ^ 2
        + 2 * (M 2 2 * Real.cos θ ^ 2)) := by
    intro θ
    refine Eq.trans ?_ (azimuthal _ _ ((M 0 1 + M 1 0) * Real.sin θ ^ 2)
      ((M 0 2 + M 2 0) * (Real.sin θ * Real.cos θ))
      ((M 1 2 + M 2 1) * (Real.sin θ * Real.cos θ)) _)
    refine intervalIntegral.integral_congr fun φ _ => ?_
    simp only [quadForm, direction, Fin.sum_univ_three, Matrix.cons_val]
    ring
  -- the polar integral weights the three diagonal elements equally
  have outer_int : ∫ θ in (0 : ℝ)..π, π * (M 0 0 * Real.sin θ ^ 2 + M 1 1 * Real.sin θ ^ 2
        + 2 * (M 2 2 * Real.cos θ ^ 2)) * Real.sin θ
      = (4 * (π * (M 0 0 + M 1 1)) + 2 * (2 * π * M 2 2)) / 3 := by
    refine Eq.trans ?_ (polar _ _)
    refine intervalIntegral.integral_congr fun θ _ => ?_
    ring
  simp only [sphereAverage, inner_int]
  rw [outer_int, Matrix.trace_fin_three, div_eq_iff (by positivity)]
  ring

/-- For a tensor symmetric in its last two indices the E1–E2 natural circular dichroism averages to
zero over all directions of the wave vector. -/
theorem sphereAverage_dichroism (T : Tensor3) (hs : ∀ i a b, T i a b = T i b a) :
    sphereAverage (dichroism T) = 0 := by
  unfold dichroism
  rw [sphereAverage_quadForm, trace_dichroismMatrix T hs, zero_div]

/-- If the tensor is invariant under inversion, the dichroism vanishes for every wave vector. -/
theorem dichroism_eq_zero_of_inversion (T : Tensor3) (hT : transform (-1) T = T)
    (k : Fin 3 → ℝ) : dichroism T k = 0 := by
  have hinv : (-1 : Matrix (Fin 3) (Fin 3) ℤ) = signedShift 0 (fun _ => -1) := by
    decide +kernel
  -- a polar tensor of odd rank changes sign under inversion
  have h0 : ∀ i a b, T i a b = 0 := by
    intro i a b
    have h := transform_signedShift 0 (fun _ => -1) T i a b
    rw [← hinv, hT, add_zero, add_zero, add_zero] at h
    norm_num at h
    linarith
  simp [dichroism, quadForm, dichroismMatrix, h0]

/-- If the tensor is symmetric in its last two indices and invariant under the tetrahedral
rotations, the dichroism vanishes for every wave vector. -/
theorem dichroism_eq_zero_of_tetrahedral (T : Tensor3) (hs : ∀ i a b, T i a b = T i b a)
    (hT : ∀ R ∈ tetrahedralGroup, transform R T = T) (k : Fin 3 → ℝ) :
    dichroism T k = 0 := by
  have inv : ∀ (n : Fin 3) (p q : ℤˣ) (i a b : Fin 3),
      ((signs p q i * signs p q a * signs p q b : ℤ) : ℝ) * T (i + n) (a + n) (b + n)
        = T i a b := by
    intro n p q i a b
    have hm : signedShift n (signs p q) ∈ tetrahedralGroup :=
      Finset.mem_image.2 ⟨(n, p, q), Finset.mem_univ _, rfl⟩
    rw [← transform_signedShift, hT _ hm]
  -- components odd under a twofold rotation vanish
  have odd : ∀ (p q : ℤˣ) (i a b : Fin 3),
      signs p q i * signs p q a * signs p q b = -1 → T i a b = 0 := by
    intro p q i a b h
    have h1 := inv 0 p q i a b
    rw [h, add_zero, add_zero, add_zero] at h1
    push_cast at h1
    linarith
  -- the threefold rotation permutes the indices cyclically
  have cyc : ∀ i a b : Fin 3, T (i + 1) (a + 1) (b + 1) = T i a b := by
    intro i a b
    have h := inv 1 1 1 i a b
    rw [(by decide : ∀ i a b : Fin 3, signs 1 1 i * signs 1 1 a * signs 1 1 b = 1) i a b,
      Int.cast_one, one_mul] at h
    exact h
  have x1 := odd (-1) (-1) 2 0 2 (by decide)
  have x2 := odd (-1) (-1) 0 2 2 (by decide)
  have x3 := odd (-1) (-1) 0 1 1 (by decide)
  have x4 := odd (-1) (-1) 1 0 1 (by decide)
  have y1 := odd (-1) (-1) 1 2 2 (by decide)
  have y2 := odd (-1) (-1) 2 1 2 (by decide)
  have y3 := odd (-1) (-1) 0 1 0 (by decide)
  have y4 := odd (-1) (-1) 1 0 0 (by decide)
  have z1 := odd 1 (-1) 1 2 1 (by decide)
  have z2 := odd 1 (-1) 2 1 1 (by decide)
  have z3 := odd 1 (-1) 2 0 0 (by decide)
  have z4 := odd 1 (-1) 0 2 0 (by decide)
  have c1 : T 1 2 0 = T 0 1 2 := cyc 0 1 2
  have c2 : T 2 0 1 = T 1 2 0 := cyc 1 2 0
  have c3 : T 1 0 2 = T 0 2 1 := cyc 0 2 1
  have c4 : T 2 1 0 = T 1 0 2 := cyc 1 0 2
  have s1 := hs 0 1 2
  have hM : dichroismMatrix T = 0 := by
    ext l b
    fin_cases l <;> fin_cases b <;>
      simp [dichroismMatrix, leviCivita, Fin.sum_univ_three] <;> linarith
  simp [dichroism, quadForm, hM]

/-- The squared Levi-Civita symbol is a non-zero tensor, symmetric in its last two indices
and invariant under the tetrahedral rotations. -/
theorem tetrahedral_witness :
    let T : Tensor3 := fun i a b => ((leviCivita i a b ^ 2 : ℤ) : ℝ)
    T 0 1 2 = 1 ∧ (∀ i a b, T i a b = T i b a) ∧
      ∀ R ∈ tetrahedralGroup, transform R T = T := by
  intro T
  refine ⟨?_, ?_, ?_⟩
  · have h : leviCivita 0 1 2 ^ 2 = 1 := by decide
    show ((leviCivita 0 1 2 ^ 2 : ℤ) : ℝ) = 1
    rw [h, Int.cast_one]
  · intro i a b
    have h : ∀ i a b : Fin 3, leviCivita i a b ^ 2 = leviCivita i b a ^ 2 := by
      decide +kernel
    exact congrArg (Int.cast : ℤ → ℝ) (h i a b)
  · intro R hR
    obtain ⟨⟨n, p, q⟩, _, rfl⟩ := Finset.mem_image.1 hR
    funext i a b
    have h : ∀ (n : Fin 3) (p q : ℤˣ) (i a b : Fin 3),
        signs p q i * signs p q a * signs p q b * leviCivita (i + n) (a + n) (b + n) ^ 2
          = leviCivita i a b ^ 2 := by
      decide +kernel
    rw [transform_signedShift]
    show ((signs p q i * signs p q a * signs p q b : ℤ) : ℝ)
      * ((leviCivita (i + n) (a + n) (b + n) ^ 2 : ℤ) : ℝ) = ((leviCivita i a b ^ 2 : ℤ) : ℝ)
    rw [← Int.cast_mul, h n p q i a b]

/-- The tensor whose only non-zero components are `T_xyz = T_xzy = 1` is symmetric in its last
two indices and has the dichroism `k_z² - k_y²`. -/
theorem dichroism_witness :
    let T : Tensor3 := fun i a b =>
      if i = 0 ∧ (a = 1 ∧ b = 2 ∨ a = 2 ∧ b = 1) then 1 else 0
    (∀ i a b, T i a b = T i b a) ∧ ∀ k, dichroism T k = k 2 ^ 2 - k 1 ^ 2 := by
  intro T
  refine ⟨?_, ?_⟩
  · intro i a b
    fin_cases i <;> fin_cases a <;> fin_cases b <;> simp [T]
  · intro k
    simp [T, dichroism, quadForm, dichroismMatrix, leviCivita, Fin.sum_univ_three]
    ring

end

end NaturalCircularDichroism
```

```lean
#print axioms NaturalCircularDichroism.tetrahedralGroup_spec
-- 'NaturalCircularDichroism.tetrahedralGroup_spec' depends on axioms: [propext, Classical.choice, Quot.sound]
#print axioms NaturalCircularDichroism.sphereAverage_dichroism
-- 'NaturalCircularDichroism.sphereAverage_dichroism' depends on axioms: [propext, Classical.choice, Quot.sound]
#print axioms NaturalCircularDichroism.dichroism_eq_zero_of_inversion
-- 'NaturalCircularDichroism.dichroism_eq_zero_of_inversion' depends on axioms: [propext, Classical.choice, Quot.sound]
#print axioms NaturalCircularDichroism.dichroism_eq_zero_of_tetrahedral
-- 'NaturalCircularDichroism.dichroism_eq_zero_of_tetrahedral' depends on axioms: [propext, Classical.choice, Quot.sound]
```

## The tensor and its dichroism

The axes x, y, z are numbered 0, 1, 2. A `Tensor3` is a real array T_iab, where i belongs to the dipole operator r_i and a, b belong to the quadrupole operator r_a r_b. Since r_a and r_b commute, T_iab = T_iba; this is the hypothesis `hs`. With the Levi-Civita symbol ε, `dichroismMatrix` and `dichroism` are

M_lb = Σ_ia ε_ial T_iab

s(k) = Σ_lb M_lb k_l k_b

One factor of k comes from the quadrupole term in the expansion of the light wave. The other comes from the difference between the two circular polarisations, which selects the part antisymmetric in i and a and points along the beam. At fixed photon energy the length of k is fixed, so s(k) gives the signal up to a constant factor.

The file starts from the tensor. It does not derive T from electronic states, and it leaves out prefactors, the dependence on photon energy and the E1–M1 (electric dipole–magnetic dipole) contribution to natural dichroism.

`sphereAverage` integrates over the polar angle θ and the azimuth φ with weight sin θ and divides by 4π. Averaging over beam directions for a fixed crystal is the same as averaging over crystal orientations for a fixed beam, so it describes a powder without preferred orientation.

## The average over directions

The trace of M is

Σ_l M_ll = Σ_ial ε_ial T_ial = 0

because ε changes sign when a and l are exchanged and T does not. Written out, the sum is

(T_012 − T_021) + (T_120 − T_102) + (T_201 − T_210)

and each bracket is zero by symmetry. `trace_dichroismMatrix` expands the sums in this way and passes the three symmetry relations to `linarith`.

For the average, insert k = (sin θ cos φ, sin θ sin φ, cos θ):

s = M_00 sin²θ cos²φ + M_11 sin²θ sin²φ + M_22 cos²θ
 + (M_01 + M_10) sin²θ sin φ cos φ
 + (M_02 + M_20) sin θ cos θ cos φ
 + (M_12 + M_21) sin θ cos θ sin φ

Over a full turn in φ, cos²φ and sin²φ each integrate to π, the constant 1 gives 2π, and the last three terms give zero. What remains is

π [(M_00 + M_11) sin²θ + 2 M_22 cos²θ]

From 0 to π, the integral of sin³θ is 4/3 and that of cos²θ sin θ is 2/3. The total is therefore (4π/3)(M_00 + M_11 + M_22), and division by 4π leaves one third of the trace.

The lemmas `azimuthal` and `polar` do the two integrals. Each states an explicit antiderivative, verifies its derivative with sin² + cos² = 1, and takes the difference of its end values. In `sphereAverage_quadForm`, which holds for any real 3 × 3 matrix, `inner_int` and `outer_int` bring the integrands into the form that these lemmas expect. `sphereAverage_dichroism` then inserts the zero trace.

The symmetry in a, b matters here. For T = ε, which lacks it, M is twice the identity and s(k) = 2|k|², whose average over unit vectors is 2.

## Inversion

A spatial operation with matrix R acts on all three indices, as for a product of three position components:

T'_iab = Σ_jcd R_ij R_ac R_bd T_jcd

This is `transform`, and invariance means T' = T. The matrices used here are all of the type `signedShift n e`, with entries R_ij = e_i for j = i + n and zero otherwise, where indices are counted modulo 3. Only one term of the sum survives, which is the content of `transform_signedShift`:

T'_iab = e_i e_a e_b T_(i+n)(a+n)(b+n)

Inversion has n = 0 and all e_i = −1, so T' = −T. If also T' = T, every component is zero, and so is s(k) for every k. `dichroism_eq_zero_of_inversion` follows these steps and does not need the symmetry in a, b.

## The tetrahedral rotations

The set `tetrahedralGroup` contains the cyclic axis permutations combined with signs (p, q, pq), whose product is one. `tetrahedralGroup_spec` confirms by finite evaluation that these are twelve distinct orthogonal matrices of determinant one, including the identity and closed under multiplication. They are the rotations of a tetrahedron whose twofold axes lie along x, y and z. Every cubic point group contains them when the coordinate axes are the cubic axes.

Take first an off-diagonal element M_lb. In each of its terms i, a and l are all different, and b ≠ l, so b equals i or a. The component T_iab then has one index that occurs twice and one that occurs once. A twofold rotation that reverses the axis of the single index changes the sign of the component, so invariance makes it zero. For example, the rotation about z has signs (−1, −1, 1) and gives T_011 = −T_011. In the proof, `odd` states this rule, and `x1` to `z4` apply it to the twelve components concerned.

The diagonal elements are

M_00 = T_120 − T_210
M_11 = T_201 − T_021
M_22 = T_012 − T_102

The threefold rotation, stated as `cyc`, shifts all indices by one. It gives T_012 = T_120 = T_201 and T_021 = T_102 = T_210. The symmetry T_012 = T_021 joins the two sets, so all six components are equal and the three differences vanish. The proof collects these relations as `c1` to `c4` and `s1`, and `hM` concludes entry by entry that M = 0. Hence s(k) = 0 for every k, which is `dichroism_eq_zero_of_tetrahedral`.

## Two tensors that separate the cases

Inversion removes the tensor itself; the tetrahedral rotations need not. `tetrahedral_witness` shows this with T_iab = (ε_iab)², which equals 1 when the three indices are all different and 0 otherwise. It is symmetric in a, b, invariant under all twelve rotations and not zero, so it meets the hypotheses of the tetrahedral theorem while its dichroism vanishes.

`dichroism_witness` takes T_012 = T_021 = 1 and all other components zero. Then M_22 = 1, M_11 = −1 and

s(k) = k_2² − k_1²

that is, k_z² − k_y². This s(k) is positive along z, negative along y and zero on average.

For core-level spectroscopy this means that, within the pure E1–E2 model with a fixed tensor, a signal requires a sample with some preferred orientation. A simulation in the same model can use the zero average over directions as a test of its angular integration. The average does not reveal a wrong order of the indices of T in the contraction, because the trace of M is then still zero. Comparison with s(k) = k_z² − k_y² for the tensor above does reveal it.
